# Residual stress and cell-relaxation energy of a defect in a linear elastic cell

Suppose one calculation of a point defect keeps the supercell at the shape and volume of the perfect crystal, and another lets the cell relax as well. Both may be well converged, yet their energies disagree, and the fixed cell reports a stress although all forces on its atoms have vanished. Someone who takes that stress for a convergence failure will look for an error that isn't there. Someone who ignores it and compares the two energies directly will attribute an elastic contribution to the chemistry of the defect.

For a linear elastic cell, the stress and the energy difference are both fixed by the same few quantities. Let V > 0 be the cell volume, e the strain, p the elastic dipole of the defect and C the stiffness, a symmetric positive definite matrix. Strain is measured from the stress-free perfect crystal, and the atoms are relaxed at every strain, so C is the relaxed-ion stiffness and not the clamped-ion one. The energy relative to the unstrained cell with its defect is

E(e) = −p·e + (V/2) e·Ce.

The residual stress at zero strain is −p/V, the unique minimizer of E is the strain C⁻¹p/V, and relaxing the cell to it lowers the energy by p·C⁻¹p/(2V). In defect supercell calculations this converts the residual stress of a fixed-cell run into the energy that cell relaxation would release, provided that p and C don't change with strain.

## From the quadratic energy to the relaxed cell

Add a strain d to e and expand:

E(e + d) = −p·e − p·d + (V/2)(e·Ce + e·Cd + d·Ce + d·Cd).

Since C is symmetric, e·Cd = d·Ce = (Ce)·d. The two cross terms are equal, and together they give V (Ce)·d. With the abbreviation

σ(e) = Ce − p/V

the expansion becomes

E(e + d) = E(e) + V σ(e)·d + (V/2) d·Cd.

It is exact, because E is quadratic. To find the gradient of E/V, replace d by td with a real number t:

E(e + td)/V = E(e)/V + t σ(e)·d + (t²/2) d·Cd.

The derivative at t = 0 is σ(e)·d. If another vector s gives the same derivative s·d in every direction d, the coordinate directions show that s and σ(e) agree component by component. So σ(e) is the gradient of the energy per volume, which is the stress. At zero strain it is

σ(0) = −p/V.

A positive definite matrix is invertible, so σ(e) = 0 has exactly one solution,

e* = C⁻¹p/V.

From any starting strain, a single Newton step reaches it:

e − C⁻¹σ(e) = e − e + C⁻¹p/V = e*.

Now expand around e*, where the stress vanishes, with d = e − e*:

E(e) = E(e*) + (V/2)(e − e*)·C(e − e*).

The last term is positive unless e = e*, so e* is the unique global minimizer. The Newton identity also says that e − e* = C⁻¹σ(e), hence C(e − e*) = σ(e), and therefore

E(e) − E(e*) = (V/2) σ(e)·C⁻¹σ(e).

At e = 0 the two factors −p/V contribute 1/V², which leaves

E(0) − E(e*) = p·C⁻¹p/(2V).

If p = 0, then e* = 0 and nothing is gained. If p ≠ 0, then e* ≠ 0 and the gain is strictly positive.

## Two strain components with numbers

Take two normal strain components, consistent units, V = 100, p = (8, 0) and

C = [[3, 1], [1, 3]], C⁻¹ = (1/8) [[3, −1], [−1, 3]].

The residual stress is σ(0) = (−0.08, 0). Since C⁻¹p = (3, −1), the relaxed strain is e* = (0.03, −0.01): the cell expands along the first axis and contracts along the second, although the dipole has no second component. The predicted gain is 8·3/200 = 0.12. Direct evaluation agrees: Ce* = (0.08, 0), so

E(e*) = −8·0.03 + 50·(0.03·0.08) = −0.24 + 0.12 = −0.12.

Starting instead from e = (0.01, 0), the stress is (−0.05, 0.01) and C⁻¹σ(e) = (−0.02, 0.01). Subtracting this from e gives (0.03, −0.01) again. The energy still to be gained is 50·(0.001 + 0.0001) = 0.055.

## Energy and stress as functions of strain

Strains and dipoles are real vectors indexed by a finite type `n`. The six Voigt components are the case `n = Fin 6`. With engineering shear strains, which are twice the tensor shears, p·e is the full contraction of the dipole tensor with the strain tensor, and C is the usual Voigt stiffness.

In Lean 4 with Mathlib:

```lean
import Mathlib

open Matrix

namespace DefectCellRelaxation

noncomputable section

variable {n : Type*} [Fintype n]
```

In the energy, `⬝ᵥ` is the dot product and `*ᵥ` applies a matrix to a vector, so `e ⬝ᵥ C *ᵥ e` is e·Ce. The volume `V` is that of the unstrained cell and stays fixed. The zero of energy is the unstrained cell with its defect, so any constant contribution, such as the interaction with periodic images at zero strain, is left out.

```lean
/-- Energy of a cell of volume `V` and stiffness `C` containing a defect with elastic
dipole `p`, as a function of the strain `e`. -/
def energy (V : ℝ) (C : Matrix n n ℝ) (p e : n → ℝ) : ℝ :=
  -(p ⬝ᵥ e) + V / 2 * (e ⬝ᵥ C *ᵥ e)
```

The stress is introduced by its formula; that it is a gradient is proved below. The sign convention makes tension positive. A defect that pushes outward has a positive dipole and leaves the fixed cell under compression.

```lean
/-- Stress at strain `e`: the elastic response minus the dipole per volume, for `V ≠ 0`. -/
def stress (V : ℝ) (C : Matrix n n ℝ) (p e : n → ℝ) : n → ℝ :=
  C *ᵥ e - V⁻¹ • p
```

The model contains no anharmonic terms. Its stress is the exact derivative of its energy, so a computed stress that carries a Pulay error from an incomplete basis is not the σ of these formulas.

## The exact expansion and the gradient

The first lemma is the symmetry x·Cy = y·Cx that merges the cross terms. Its proof moves the matrix to the other side of the dot product, where it appears transposed, and then uses `hC`.

```lean
/-- For a symmetric stiffness the elastic coupling of two strains is symmetric. -/
theorem coupling_symm {C : Matrix n n ℝ} (hC : Cᵀ = C) (x y : n → ℝ) :
    x ⬝ᵥ C *ᵥ y = y ⬝ᵥ C *ᵥ x := by
  rw [Matrix.dotProduct_mulVec, ← Matrix.mulVec_transpose, hC, dotProduct_comm]
```

The expansion of E(e + d) follows. The `simp only` call multiplies everything out, the rewrite identifies the cross terms, and `linear_combination` cancels V against V⁻¹ in the dipole term. Symmetry of C and V ≠ 0 are enough here.

```lean
/-- An added strain `d` changes the energy by the work of the stress plus the elastic
energy of `d`. -/
theorem energy_add {V : ℝ} (hV : V ≠ 0) {C : Matrix n n ℝ} (hC : Cᵀ = C)
    (p e d : n → ℝ) :
    energy V C p (e + d) =
      energy V C p e + V * (stress V C p e ⬝ᵥ d) + V / 2 * (d ⬝ᵥ C *ᵥ d) := by
  have hVV : V * V⁻¹ = 1 := mul_inv_cancel₀ hV
  have h1 : C *ᵥ e ⬝ᵥ d = e ⬝ᵥ C *ᵥ d :=
    (dotProduct_comm _ _).trans (coupling_symm hC d e)
  simp only [energy, stress, Matrix.mulVec_add, dotProduct_add, add_dotProduct,
    sub_dotProduct, smul_dotProduct, smul_eq_mul]
  rw [h1, coupling_symm hC d e]
  linear_combination (p ⬝ᵥ d) * hVV
```

The next theorem characterizes the stress: a vector `s` reproduces all directional derivatives of E/V at `e` if and only if it equals `stress V C p e`. The expression `HasDerivAt f a 0` says that f has derivative a at 0. Inside the proof, `hf` writes the energy along a line as the quadratic polynomial in t found above, and `key` differentiates it. For the converse, `Pi.single i 1` is the i-th coordinate direction, and uniqueness of the derivative gives equality of the i-th components.

```lean
variable [DecidableEq n]

/-- A vector gives all directional strain derivatives of the energy per volume at `e`
exactly when it is the stress at `e`. -/
theorem gradient_iff_stress {V : ℝ} (hV : V ≠ 0) {C : Matrix n n ℝ} (hC : Cᵀ = C)
    (p e s : n → ℝ) :
    (∀ d : n → ℝ, HasDerivAt (fun t : ℝ => energy V C p (e + t • d) / V) (s ⬝ᵥ d) 0) ↔
      s = stress V C p e := by
  have hVV : V * V⁻¹ = 1 := mul_inv_cancel₀ hV
  have key : ∀ d : n → ℝ, HasDerivAt (fun t : ℝ => energy V C p (e + t • d) / V)
      (stress V C p e ⬝ᵥ d) 0 := by
    intro d
    -- along a line the energy is a quadratic polynomial
    have hf : (fun t : ℝ => energy V C p (e + t • d) / V) = fun t : ℝ =>
        (energy V C p e / V + t * (stress V C p e ⬝ᵥ d)) + t ^ 2 * ((d ⬝ᵥ C *ᵥ d) / 2) := by
      funext t
      rw [energy_add hV hC, div_eq_iff hV]
      simp only [Matrix.mulVec_smul, dotProduct_smul, smul_dotProduct, smul_eq_mul]
      linear_combination (-(energy V C p e)) * hVV
    rw [hf]
    exact ((((hasDerivAt_id' (0 : ℝ)).mul_const (stress V C p e ⬝ᵥ d)).const_add
      (energy V C p e / V)).fun_add
      ((hasDerivAt_pow 2 (0 : ℝ)).mul_const ((d ⬝ᵥ C *ᵥ d) / 2))).congr_deriv (by simp)
  constructor
  · intro h
    funext i
    have hi := (h (Pi.single i 1)).unique (key (Pi.single i 1))
    simpa using hi
  · rintro rfl
    exact key
```

## The relaxed strain

The strain e* is defined by its closed formula.

```lean
/-- The strain `C⁻¹ p / V`, for `V ≠ 0` and invertible `C`. -/
def relaxedStrain (V : ℝ) (C : Matrix n n ℝ) (p : n → ℝ) : n → ℝ :=
  V⁻¹ • (C⁻¹ *ᵥ p)
```

From here on, C is assumed to be positive definite, written `C.PosDef`, which includes symmetry. Physically, this says that the cell is elastically stable: every nonzero strain costs elastic energy. It also makes the determinant positive, so that `C⁻¹` is a true inverse. The Newton identity is then proved by multiplying out C⁻¹(Ce − p/V).

```lean
/-- From any strain, one Newton step with the exact stiffness lands on the relaxed strain. -/
theorem newton_step (V : ℝ) {C : Matrix n n ℝ} (hC : C.PosDef) (p e : n → ℝ) :
    e - C⁻¹ *ᵥ stress V C p e = relaxedStrain V C p := by
  have hdet : IsUnit C.det := hC.det_pos.ne'.isUnit
  unfold stress relaxedStrain
  rw [Matrix.mulVec_sub, Matrix.mulVec_mulVec, Matrix.nonsing_inv_mul C hdet,
    Matrix.one_mulVec, Matrix.mulVec_smul, sub_sub_cancel]
```

If the stress is zero, the Newton step doesn't move, so the strain was already the relaxed one. Conversely, inserting e* into the stress gives p/V − p/V = 0.

```lean
/-- The stress vanishes at the relaxed strain and nowhere else. -/
theorem stress_eq_zero_iff (V : ℝ) {C : Matrix n n ℝ} (hC : C.PosDef) (p e : n → ℝ) :
    stress V C p e = 0 ↔ e = relaxedStrain V C p := by
  have hdet : IsUnit C.det := hC.det_pos.ne'.isUnit
  constructor
  · intro h
    have h1 := newton_step V hC p e
    rwa [h, Matrix.mulVec_zero, sub_zero] at h1
  · rintro rfl
    unfold stress relaxedStrain
    rw [Matrix.mulVec_smul, Matrix.mulVec_mulVec, Matrix.mul_nonsing_inv C hdet,
      Matrix.one_mulVec, sub_self]
```

## Energy above the minimum

Completing the square is the expansion of the energy applied at e*. The proof first extracts the symmetry of C from positive definiteness; then the linear term disappears because the stress is zero there.

```lean
/-- The energy at any strain is the relaxed energy plus the elastic energy of the
deviation from the relaxed strain. -/
theorem energy_eq_relaxed_add {V : ℝ} (hV : V ≠ 0) {C : Matrix n n ℝ} (hC : C.PosDef)
    (p e : n → ℝ) :
    energy V C p e = energy V C p (relaxedStrain V C p) +
      V / 2 * ((e - relaxedStrain V C p) ⬝ᵥ C *ᵥ (e - relaxedStrain V C p)) := by
  have hsymm : Cᵀ = C :=
    (Matrix.conjTranspose_eq_transpose_of_trivial C).symm.trans hC.isHermitian.eq
  have h := energy_add hV hsymm p (relaxedStrain V C p) (e - relaxedStrain V C p)
  rwa [(stress_eq_zero_iff V hC p _).2 rfl, add_sub_cancel, zero_dotProduct, mul_zero,
    add_zero] at h
```

The following identity expresses the remaining energy through the stress. The step `hd` is e − e* = C⁻¹σ(e), and the product C C⁻¹ then cancels in the quadratic form. The dipole doesn't appear on the right-hand side except through the stress, so the correction can be evaluated at any strain from the stress, the stiffness and the volume alone.

```lean
/-- The energy still to be gained by relaxing the cell from strain `e` is fixed by the
stress at `e`, the stiffness and the volume. -/
theorem energy_gain_from_stress {V : ℝ} (hV : V ≠ 0) {C : Matrix n n ℝ} (hC : C.PosDef)
    (p e : n → ℝ) :
    energy V C p e - energy V C p (relaxedStrain V C p) =
      V / 2 * (stress V C p e ⬝ᵥ C⁻¹ *ᵥ stress V C p e) := by
  have hdet : IsUnit C.det := hC.det_pos.ne'.isUnit
  have hd : e - relaxedStrain V C p = C⁻¹ *ᵥ stress V C p e := by
    rw [← newton_step V hC p e, sub_sub_cancel]
  rw [energy_eq_relaxed_add hV hC p e, hd, Matrix.mulVec_mulVec,
    Matrix.mul_nonsing_inv C hdet, Matrix.one_mulVec,
    dotProduct_comm (C⁻¹ *ᵥ stress V C p e), add_sub_cancel_left]
```

## The three statements at zero strain

The main theorem assumes V > 0 and a positive definite C, and places no condition on p. Its first part says that a vector `s` represents all directional derivatives of E/V at zero strain exactly when it is −p/V. The second says that every strain other than e* has strictly higher energy, which makes e* the unique global minimizer. The third gives the energy released by relaxing from zero strain.

The proof sets e = 0 in the gradient theorem for the first part. For the second, `hq` is the positivity of (e − e*)·C(e − e*), which enters the completed square. For the third, the stress −p/V is inserted into the energy-gain identity, and one factor of V cancels.

```lean
/-- At zero strain the gradient of the energy per volume is `-p / V`; the strain
`C⁻¹ p / V` is the unique minimizer; relaxing to it lowers the energy by
`p · C⁻¹ p / (2 V)`. -/
theorem defect_cell_relaxation {V : ℝ} (hV : 0 < V) {C : Matrix n n ℝ} (hC : C.PosDef)
    (p : n → ℝ) :
    (∀ s : n → ℝ, (∀ d : n → ℝ,
      HasDerivAt (fun t : ℝ => energy V C p (t • d) / V) (s ⬝ᵥ d) 0) ↔ s = -(V⁻¹ • p)) ∧
    (∀ e, e ≠ relaxedStrain V C p →
      energy V C p (relaxedStrain V C p) < energy V C p e) ∧
    energy V C p 0 - energy V C p (relaxedStrain V C p) = (p ⬝ᵥ C⁻¹ *ᵥ p) / (2 * V) := by
  have hsymm : Cᵀ = C :=
    (Matrix.conjTranspose_eq_transpose_of_trivial C).symm.trans hC.isHermitian.eq
  have hVV : V * V⁻¹ = 1 := mul_inv_cancel₀ hV.ne'
  have hs : stress V C p 0 = -(V⁻¹ • p) := by simp [stress]
  refine ⟨fun s => ?_, fun e he => ?_, ?_⟩
  · have h := gradient_iff_stress hV.ne' hsymm p 0 s
    rw [hs] at h
    simpa only [zero_add] using h
  · -- any deviation from the relaxed strain costs elastic energy
    have hq := hC.dotProduct_mulVec_pos (sub_ne_zero.2 he)
    rw [star_trivial] at hq
    have hpos := mul_pos (half_pos hV) hq
    have h := energy_eq_relaxed_add hV.ne' hC p e
    linarith
  · rw [energy_gain_from_stress hV.ne' hC p 0, hs]
    simp only [Matrix.mulVec_neg, Matrix.mulVec_smul, neg_dotProduct, dotProduct_neg,
      smul_dotProduct, dotProduct_smul, smul_eq_mul]
    linear_combination (V⁻¹ * (p ⬝ᵥ C⁻¹ *ᵥ p) / 2) * hVV
```

The last theorem settles when relaxation makes a difference: the energy drops strictly if and only if the dipole is nonzero. In one direction, p = 0 makes the relaxed strain zero, so the two energies coincide. In the other, if the relaxed strain were zero, the stress at zero strain would vanish, and −p/V = 0 would force p = 0. For p ≠ 0 the relaxed strain is therefore different from zero, and the strict minimum gives the inequality.

```lean
/-- Relaxing the cell from zero strain strictly lowers the energy exactly when the
elastic dipole is nonzero. -/
theorem relaxation_lowers_iff {V : ℝ} (hV : 0 < V) {C : Matrix n n ℝ} (hC : C.PosDef)
    (p : n → ℝ) :
    energy V C p (relaxedStrain V C p) < energy V C p 0 ↔ p ≠ 0 := by
  constructor
  · rintro h rfl
    simp [relaxedStrain] at h
  · intro hp
    refine (defect_cell_relaxation hV hC p).2.1 0 (fun h0 => hp ?_)
    have h := (stress_eq_zero_iff V hC p 0).2 h0
    simpa [stress, hV.ne'] using h

end

end DefectCellRelaxation
```

```lean
#print axioms DefectCellRelaxation.defect_cell_relaxation
#print axioms DefectCellRelaxation.relaxation_lowers_iff
```

```
'DefectCellRelaxation.defect_cell_relaxation' depends on axioms: [propext, Classical.choice, Quot.sound]
'DefectCellRelaxation.relaxation_lowers_iff' depends on axioms: [propext, Classical.choice, Quot.sound]
```
